# Löwdin optimality: no matrix with orthonormal columns is closer to $A$ in Frobenius distance than its polar factor

A gauge is represented here by a complex matrix $U$ with orthonormal columns, $U^\dagger U=1$, which need not be square, and the projection matrix $A$, which holds the inner products of band states with trial orbitals, comes with a given factorisation $A=WR$, where $W^\dagger W=1$ and $R$ is positive semidefinite. Among all such $U$, the factor $W$ has the largest real overlap with $A$ and the smallest Frobenius distance from it.

```lean
import Mathlib

open Matrix
open scoped ComplexOrder

namespace LowdinOptimality

noncomputable section

variable {m n : Type*} [Fintype m] [Fintype n] [DecidableEq n]

/-- The real overlap `Re tr(U† A)` between a gauge matrix `U` and the projection matrix `A`. -/
def overlap (U A : Matrix m n ℂ) : ℝ := (Uᴴ * A).trace.re

/-- The Frobenius distance between `U` and `A`: the root of the sum of the squared moduli of
the entries of `U - A`. -/
def frobDist (U A : Matrix m n ℂ) : ℝ := √(∑ i, ∑ j, ‖(U - A) i j‖ ^ 2)

/-- For `U` and `W` with orthonormal columns and `R` Hermitian, the overlap of `U` with `W R`
falls short of `Re tr R` by half of `Re tr((U - W) R (U - W)†)`. -/
theorem overlap_gap {U W : Matrix m n ℂ} {R : Matrix n n ℂ}
    (hU : Uᴴ * U = 1) (hW : Wᴴ * W = 1) (hR : R.IsHermitian) :
    2 * (R.trace.re - overlap U (W * R)) = ((U - W) * R * (U - W)ᴴ).trace.re := by
  -- the two diagonal terms are both tr R
  have h1 : (U * R * Uᴴ).trace = R.trace := by
    rw [Matrix.trace_mul_comm, ← Matrix.mul_assoc, hU, Matrix.one_mul]
  have h2 : (W * R * Wᴴ).trace = R.trace := by
    rw [Matrix.trace_mul_comm, ← Matrix.mul_assoc, hW, Matrix.one_mul]
  -- the two cross terms are complex conjugates of each other
  have h3 : (W * R * Uᴴ).trace = (Uᴴ * (W * R)).trace := Matrix.trace_mul_comm _ _
  have h4 : (U * R * Wᴴ).trace = star (Uᴴ * (W * R)).trace := by
    rw [← h3, ← Matrix.trace_conjTranspose]
    simp only [Matrix.conjTranspose_mul, Matrix.conjTranspose_conjTranspose, hR.eq,
      Matrix.mul_assoc]
  simp only [Matrix.conjTranspose_sub, Matrix.sub_mul, Matrix.mul_sub, Matrix.trace_sub,
    h1, h2, h3, h4, Complex.sub_re, Complex.star_def, Complex.conj_re, overlap]
  ring

omit [DecidableEq n] in
/-- The trace of `D R D†` is the sum of the quadratic forms `d† R d`, where `d` runs over the
conjugated rows of `D`, which need not be normalised. -/
theorem trace_eq_sum_expectation (D : Matrix m n ℂ) (R : Matrix n n ℂ) :
    (D * R * Dᴴ).trace =
      ∑ i, star (fun j => star (D i j)) ⬝ᵥ (R *ᵥ fun j => star (D i j)) := by
  simp only [Matrix.trace, Matrix.diag_apply, Matrix.mul_apply, dotProduct, Matrix.mulVec,
    Matrix.conjTranspose_apply, Pi.star_apply, star_star, Finset.sum_mul, Finset.mul_sum]
  refine Finset.sum_congr rfl fun i _ => ?_
  refine Finset.sum_comm.trans ?_
  refine Finset.sum_congr rfl fun j _ => Finset.sum_congr rfl fun k _ => ?_
  ring

omit [DecidableEq n] in
/-- For positive semidefinite `R`, the real part of `tr(D R D†)` is nonnegative, and it
vanishes exactly when `D R = 0`. -/
theorem trace_nonneg_and_zero_iff (D : Matrix m n ℂ) {R : Matrix n n ℂ}
    (hR : R.PosSemidef) :
    0 ≤ (D * R * Dᴴ).trace.re ∧ ((D * R * Dᴴ).trace.re = 0 ↔ D * R = 0) := by
  have hpos := fun i : m => Complex.le_def.mp
    (hR.dotProduct_mulVec_nonneg (fun j => star (D i j)))
  have hre : ∀ i ∈ (Finset.univ : Finset m),
      0 ≤ (star (fun j => star (D i j)) ⬝ᵥ (R *ᵥ fun j => star (D i j))).re :=
    fun i _ => (hpos i).1
  refine ⟨?_, fun h => ?_, fun h => by rw [h]; simp⟩
  · rw [trace_eq_sum_expectation, Complex.re_sum]
    exact Finset.sum_nonneg hre
  · rw [trace_eq_sum_expectation, Complex.re_sum, Finset.sum_eq_zero_iff_of_nonneg hre] at h
    -- as R is positive semidefinite, d† R d = 0 forces R d = 0
    have hz : ∀ i, R *ᵥ (fun j => star (D i j)) = 0 := fun i =>
      (hR.dotProduct_mulVec_zero_iff _).mp
        (Complex.ext (h i (Finset.mem_univ i)) (hpos i).2.symm)
    have hRD : R * Dᴴ = 0 := by
      ext k i
      exact congrFun (hz i) k
    have hDR : D * R = (R * Dᴴ)ᴴ := by
      rw [Matrix.conjTranspose_mul, Matrix.conjTranspose_conjTranspose, hR.isHermitian.eq]
    rw [hDR, hRD, Matrix.conjTranspose_zero]

/-- For `U` with `n` orthonormal columns, the squared Frobenius distance to `A` is
`n + Re tr(A† A) - 2 Re tr(U† A)`. -/
theorem frobDist_sq {U : Matrix m n ℂ} (A : Matrix m n ℂ) (hU : Uᴴ * U = 1) :
    frobDist U A ^ 2 = Fintype.card n + (Aᴴ * A).trace.re - 2 * overlap U A := by
  have hsum : ∀ M : Matrix m n ℂ, ∑ i, ∑ j, ‖M i j‖ ^ 2 = (Mᴴ * M).trace.re := by
    intro M
    simp only [Matrix.trace, Matrix.diag_apply, Matrix.mul_apply, Matrix.conjTranspose_apply,
      Complex.re_sum]
    refine Finset.sum_comm.trans ?_
    refine Finset.sum_congr rfl fun j _ => Finset.sum_congr rfl fun i _ => ?_
    rw [Complex.sq_norm, Complex.normSq_apply]
    simp [Complex.mul_re]
  have hc : (Aᴴ * U).trace = star (Uᴴ * A).trace := by
    rw [← Matrix.trace_conjTranspose, Matrix.conjTranspose_mul,
      Matrix.conjTranspose_conjTranspose]
  rw [frobDist, Real.sq_sqrt (by positivity), hsum]
  simp only [Matrix.conjTranspose_sub, Matrix.sub_mul, Matrix.mul_sub, Matrix.trace_sub,
    hU, hc, Matrix.trace_one, Complex.sub_re, Complex.star_def, Complex.conj_re,
    Complex.natCast_re, overlap]
  ring

/-- For `U` and `W` with orthonormal columns and `R` Hermitian, the squared distances of `U`
and `W` from `W R` differ by `Re tr((U - W) R (U - W)†)`. -/
theorem frobDist_gap {U W : Matrix m n ℂ} {R : Matrix n n ℂ}
    (hU : Uᴴ * U = 1) (hW : Wᴴ * W = 1) (hR : R.IsHermitian) :
    frobDist U (W * R) ^ 2 - frobDist W (W * R) ^ 2 =
      ((U - W) * R * (U - W)ᴴ).trace.re := by
  have hWR : overlap W (W * R) = R.trace.re := by
    rw [overlap, ← Matrix.mul_assoc, hW, Matrix.one_mul]
  rw [frobDist_sq _ hU, frobDist_sq _ hW, hWR, ← overlap_gap hU hW hR]
  ring

/-- Löwdin optimality: let `A = W R` with `W` having orthonormal columns and `R` positive
semidefinite. Among all `U` with orthonormal columns, `W` has the largest real overlap with
`A`, equal to the trace of `R`, and the smallest Frobenius distance from `A`. -/
theorem lowdin_optimality {A W : Matrix m n ℂ} {R : Matrix n n ℂ}
    (hA : A = W * R) (hW : Wᴴ * W = 1) (hR : R.PosSemidef) :
    overlap W A = R.trace.re ∧
      ∀ U : Matrix m n ℂ, Uᴴ * U = 1 →
        overlap U A ≤ R.trace.re ∧ frobDist W A ≤ frobDist U A := by
  subst hA
  refine ⟨by rw [overlap, ← Matrix.mul_assoc, hW, Matrix.one_mul], fun U hU => ?_⟩
  have hpos := (trace_nonneg_and_zero_iff (U - W) hR).1
  have h1 := overlap_gap hU hW hR.isHermitian
  have h2 := frobDist_gap hU hW hR.isHermitian
  refine ⟨by linarith, ?_⟩
  have hU0 : 0 ≤ frobDist U (W * R) := Real.sqrt_nonneg _
  by_contra hlt
  push Not at hlt
  nlinarith

/-- Equality case: let `A = W R` with `W` having orthonormal columns and `R` positive semidefinite.
A matrix `U` with orthonormal columns is as close to `A` as `W` is exactly when `A = U R` as well.
-/
theorem frobDist_eq_iff {A U W : Matrix m n ℂ} {R : Matrix n n ℂ}
    (hA : A = W * R) (hU : Uᴴ * U = 1) (hW : Wᴴ * W = 1) (hR : R.PosSemidef) :
    frobDist U A = frobDist W A ↔ A = U * R := by
  subst hA
  have hgap := frobDist_gap hU hW hR.isHermitian
  have hzero := (trace_nonneg_and_zero_iff (U - W) hR).2
  rw [← hgap, Matrix.sub_mul, sub_eq_zero, sub_eq_zero] at hzero
  have hU0 : 0 ≤ frobDist U (W * R) := Real.sqrt_nonneg _
  have hW0 : 0 ≤ frobDist W (W * R) := Real.sqrt_nonneg _
  rw [← sq_eq_sq₀ hU0 hW0, hzero]
  exact eq_comm

/-- Let `A = W R` with `W` having orthonormal columns and `R` positive definite. Any `U` with
orthonormal columns that is at the same distance from `A` as `W` is equal to `W`. -/
theorem lowdin_unique {A U W : Matrix m n ℂ} {R : Matrix n n ℂ}
    (hA : A = W * R) (hU : Uᴴ * U = 1) (hW : Wᴴ * W = 1) (hR : R.PosDef)
    (h : frobDist U A = frobDist W A) : U = W := by
  have hUR : W * R = U * R := hA ▸ (frobDist_eq_iff hA hU hW hR.posSemidef).mp h
  have hdet : IsUnit R.det := (Matrix.isUnit_iff_isUnit_det R).mp hR.isUnit
  -- cancel the invertible factor R on the right
  calc U = U * R * R⁻¹ := by rw [Matrix.mul_assoc, Matrix.mul_nonsing_inv _ hdet, Matrix.mul_one]
    _ = W * R * R⁻¹ := by rw [hUR]
    _ = W := by rw [Matrix.mul_assoc, Matrix.mul_nonsing_inv _ hdet, Matrix.mul_one]

/-- An explicit complex 2 × 2 matrix factors into a matrix with orthonormal columns and the positive
definite matrix `diag(1, 2)`. -/
theorem polar_witness :
    (!![0, 2 * Complex.I; 1, 0] : Matrix (Fin 2) (Fin 2) ℂ) =
        !![0, Complex.I; 1, 0] * Matrix.diagonal ![1, 2] ∧
      (!![0, Complex.I; 1, 0] : Matrix (Fin 2) (Fin 2) ℂ)ᴴ * !![0, Complex.I; 1, 0] = 1 ∧
      (Matrix.diagonal ![1, 2] : Matrix (Fin 2) (Fin 2) ℂ).PosDef := by
  refine ⟨?_, ?_, Matrix.PosDef.diagonal fun i => ?_⟩
  · ext i j
    fin_cases i <;> fin_cases j <;> simp [Matrix.mul_apply, Fin.sum_univ_succ, mul_comm]
  · ext i j
    fin_cases i <;> fin_cases j <;> simp [Matrix.mul_apply, Fin.sum_univ_succ]
  · fin_cases i <;> simp

end

end LowdinOptimality
```

```lean
#print axioms LowdinOptimality.lowdin_optimality
#print axioms LowdinOptimality.lowdin_unique
```

```
'LowdinOptimality.lowdin_optimality' depends on axioms: [propext, Classical.choice, Quot.sound]
'LowdinOptimality.lowdin_unique' depends on axioms: [propext, Classical.choice, Quot.sound]
```

## Largest overlap and smallest distance

The finite index types `m` and `n` label the rows and columns of $A$; the same letters denote their sizes below. The two quantities being compared are

$$
\texttt{overlap U A}=\mathrm{Re}\,\mathrm{tr}(U^\dagger A),\qquad
\texttt{frobDist U A}=\Big(\sum_{i,j}|U_{ij}-A_{ij}|^2\Big)^{1/2}.
$$

The theorem `lowdin_optimality` says that $W$ has overlap $\mathrm{tr}\,R$ with $A$, and that every $U$ with $U^\dagger U=1$ has an overlap no larger and a distance no smaller. Lean writes `R.trace.re` because the trace of a complex matrix has type `ℂ`; for Hermitian $R$ it is real anyway. The hypothesis `R.PosSemidef` includes Hermiticity.

Two further theorems settle ties. By `frobDist_eq_iff`, $U$ is as close to $A$ as $W$ is exactly when $A=UR$ too. By `lowdin_unique`, a positive definite $R$ leaves $W$ as the only minimiser.

When $m=n$, the condition $U^\dagger U=1$ makes $U$ unitary. When $m>n$, there are more bands than Wannier functions. The case $m<n$ is excluded, since $n$ orthonormal columns do not fit into $m$ dimensions.

## Trial orbitals projected onto bands

Take orthonormal band states $|\psi_i\rangle$ at one $k$ point and trial orbitals $|g_j\rangle$, with $A_{ij}=\langle\psi_i|g_j\rangle$. A gauge defines the orthonormal states $|w_j\rangle=\sum_i|\psi_i\rangle U_{ij}$. With $P=\sum_i|\psi_i\rangle\langle\psi_i|$, the two quantities become

$$
\mathrm{Re}\,\mathrm{tr}(U^\dagger A)=\sum_j\mathrm{Re}\langle w_j|g_j\rangle,\qquad
\sum_{i,j}|U_{ij}-A_{ij}|^2=\sum_j\big\|w_j-Pg_j\big\|^2 .
$$

In electronic structure, the result therefore selects, among all sets of $n$ orthonormal states in the span of the bands, one whose summed squared distance from the projected trial orbitals is smallest, for finitely many bands at a single $k$ point. It does not address smoothness in $k$ or the spread of the resulting Wannier functions.

The factorisation is assumed, not constructed. It implies $A^\dagger A=RW^\dagger WR=R^2$, so $R$ is the positive square root of the overlap matrix of the projected orbitals. If $R$ is invertible, $W=A(A^\dagger A)^{-1/2}$, the familiar Löwdin formula. Positive definiteness means physically that the projected trial orbitals are linearly independent.

## Twice the missing overlap is a sum of nonnegative quadratic forms

Put $D=U-W$ and expand:

$$
\mathrm{tr}(DRD^\dagger)=\mathrm{tr}(URU^\dagger)-\mathrm{tr}(URW^\dagger)-\mathrm{tr}(WRU^\dagger)+\mathrm{tr}(WRW^\dagger).
$$

Cyclicity gives $\mathrm{tr}(URU^\dagger)=\mathrm{tr}(U^\dagger UR)=\mathrm{tr}\,R$, and likewise for the last term. With $z=\mathrm{tr}(U^\dagger WR)$, the third trace is $z$. The second is $\bar z$, because $URW^\dagger=(WRU^\dagger)^\dagger$ for Hermitian $R$. Hence

$$
2\big(\mathrm{tr}\,R-\mathrm{Re}\,\mathrm{tr}(U^\dagger A)\big)=\mathrm{Re}\,\mathrm{tr}(DRD^\dagger).
$$

This is `overlap_gap`; its steps `h1` to `h4` evaluate the four traces, and `ring` collects them.

To find the sign of the right side, let $d_i$ be the vector with components $\overline{D_{ij}}$. Then

$$
(DRD^\dagger)_{ii}=\sum_{j,k}D_{ij}R_{jk}\overline{D_{ik}}=d_i^\dagger Rd_i\ge 0 .
$$

Summing over $i$ gives `trace_eq_sum_expectation`, and the overlap bound follows.

If the sum vanishes, each nonnegative term vanishes. Writing $R=S^2$ with $S$ Hermitian, $d_i^\dagger Rd_i=\|Sd_i\|^2=0$ gives $Sd_i=0$ and so $Rd_i=0$. The vectors $Rd_i$ are the columns of $RD^\dagger$, so $RD^\dagger=0$, and its adjoint is $DR=0$. Conversely, $DR=0$ makes the trace zero. The lemma `trace_nonneg_and_zero_iff` contains both directions, taking the step from $d_i^\dagger Rd_i=0$ to $Rd_i=0$ from Mathlib.

## The same trace measures the excess distance

Since the sum of squared moduli of a matrix $M$ is $\mathrm{tr}(M^\dagger M)$,

$$
\begin{aligned}
\|U-A\|_F^2&=\mathrm{tr}(U^\dagger U)+\mathrm{tr}(A^\dagger A)-2\,\mathrm{Re}\,\mathrm{tr}(U^\dagger A)\\
&=n+\mathrm{tr}(A^\dagger A)-2\,\mathrm{Re}\,\mathrm{tr}(U^\dagger A).
\end{aligned}
$$

This is `frobDist_sq`. Only the last term depends on the gauge. Subtracting the same formula for $W$, whose overlap is $\mathrm{tr}(W^\dagger WR)=\mathrm{tr}\,R$, gives `frobDist_gap`:

$$
\|U-A\|_F^2-\|W-A\|_F^2=\mathrm{Re}\,\mathrm{tr}(DRD^\dagger)\ge 0 .
$$

Distances are nonnegative, so the ordering of their squares is the ordering of the distances. In `lowdin_optimality`, `linarith` obtains the overlap bound from the gap identity, and `nlinarith` refutes the assumption that $U$ is strictly closer.

## When another gauge ties

Equal distances mean that the excess is zero, hence $(U-W)R=0$, or $UR=WR=A$. The proof of `frobDist_eq_iff` follows this chain, passing between distances and squares through `sq_eq_sq₀`. If $R$ has a kernel, $U$ and $W$ may differ there. If $R$ is positive definite, multiplying $UR=WR$ on the right by $R^{-1}$ gives $U=W$, which is the `calc` block of `lowdin_unique`.

The theorem `polar_witness` checks, entry by entry, a complex example that meets the hypotheses on $W$ and $R$:

$$
A=\begin{pmatrix}0&2i\\1&0\end{pmatrix}
=\begin{pmatrix}0&i\\1&0\end{pmatrix}\begin{pmatrix}1&0\\0&2\end{pmatrix}.
$$

Here $W$ has overlap $\mathrm{tr}\,R=3$ and squared distance $1$, while the identity gauge $U=1$ has overlap $0$ and squared distance $7$. The excess of $6$ is twice the missing overlap, as the two gap identities require. The entry of modulus $2$ is larger than trial orbitals allow when they are normalised in the same inner product as the band states; halving $A$ and $R$ gives a matrix that such orbitals can produce, with the same $W$.
